# Cauchy expansion of a finite-spectrum polarizability below the excitation gap

A polarizability extrapolated from static data can fail without warning. Its power series in the frequency may have no sum at a frequency where the polarizability itself is finite and smooth, and where the series does converge, a cut after a few terms has an unknown error. For finitely many undamped excitations, the results below give a disc of convergence and, for nonnegative oscillator strengths, an error bound and a region of divergence.

## Polarizability and moments

Label the excitations by a finite type `ι`.

```lean
import Mathlib

open Finset

namespace CauchyDispersion

noncomputable section

variable {ι : Type*} [Fintype ι]
```

Excitation $n$ has real frequency $\omega_n$ and real oscillator strength $f_n$. The driving frequency, often written $\omega$, is here a complex number $z$. In atomic units,
$$\alpha(z)=\sum_n \frac{f_n}{\omega_n^2-z^2}.$$
A diagonal component of the exact, undamped linear response of a nondegenerate ground state in a finite basis has this form. Passing to a real atom or molecule means replacing the finite list by infinitely many bound states and a continuum, a step that the hypotheses do not supply.

```lean
/-- The dynamic polarizability `α(z) = ∑ f_n / (ω_n² - z²)` at complex frequency `z`,
for `z² ≠ ω_n²` (away from the resonances). -/
def polarizability (f ω : ι → ℝ) (z : ℂ) : ℂ :=
  ∑ n, (f n : ℂ) / ((ω n : ℂ) ^ 2 - z ^ 2)
```

The coefficients of the expansion are the Cauchy moments $S_k=\sum_n f_n/\omega_n^{2k+2}$, and $S_0=\alpha(0)$ is the static polarizability.

```lean
/-- The Cauchy moment `S_k = ∑ f_n / ω_n^(2k+2)`, for nonzero excitation frequencies. -/
def cauchyMoment (f ω : ι → ℝ) (k : ℕ) : ℝ :=
  ∑ n, f n / ω n ^ (2 * k + 2)
```

Multiplying by a power of $z$ distributes over the excitations: $S_k z^m=\sum_n (f_n/\omega_n^{2k+2})\,z^m$.

```lean
/-- A term of the Cauchy series is the sum of the contributions of the excitations. -/
theorem moment_mul (f ω : ι → ℝ) (k m : ℕ) (z : ℂ) :
    (cauchyMoment f ω k : ℂ) * z ^ m =
      ∑ n, (f n : ℂ) / (ω n : ℂ) ^ (2 * k + 2) * z ^ m := by
  unfold cauchyMoment
  push_cast
  rw [Finset.sum_mul]
```

## The exact remainder

The reverse triangle inequality keeps the denominator away from zero when $|z|<|a|$:
$$|a^2-z^2|\ge |a^2|-|z^2| = a^2-|z|^2.$$

```lean
/-- The resonance denominator of an excitation of frequency `a` has modulus at least
`a² - |z|²`. -/
theorem resonance_denominator_bound (a : ℝ) (z : ℂ) :
    a ^ 2 - ‖z‖ ^ 2 ≤ ‖(a : ℂ) ^ 2 - z ^ 2‖ := by
  have h := norm_sub_norm_le ((a : ℂ) ^ 2) (z ^ 2)
  rw [norm_pow, norm_pow, Complex.norm_real, Real.norm_eq_abs, sq_abs] at h
  exact h
```

For one excitation of strength $c$ and frequency $a$, write $a^2=(a^2-z^2)+z^2$ and divide by $a^{2K+2}(a^2-z^2)$:
$$\frac{1}{a^{2K}(a^2-z^2)}=\frac{1}{a^{2K+2}}+\frac{z^2}{a^{2K+2}(a^2-z^2)}.$$
Multiplied by $c\,z^{2K}$, this splits one more series term off the remainder. It is `step` in the induction on $K$.

```lean
/-- The contribution of one excitation of nonzero frequency `a`, off resonance, is `K` terms
of a geometric series plus an explicit remainder. -/
theorem single_excitation_remainder (c a z : ℂ) (ha : a ≠ 0) (hD : a ^ 2 - z ^ 2 ≠ 0)
    (K : ℕ) :
    c / (a ^ 2 - z ^ 2) = ∑ k ∈ range K, c / a ^ (2 * k + 2) * z ^ (2 * k) +
      z ^ (2 * K) * (c / (a ^ (2 * K) * (a ^ 2 - z ^ 2))) := by
  induction K with
  | zero => simp
  | succ K ih =>
    -- split one more term off the remainder
    have step : z ^ (2 * K) * (c / (a ^ (2 * K) * (a ^ 2 - z ^ 2))) =
        c / a ^ (2 * K + 2) * z ^ (2 * K) +
          z ^ (2 * (K + 1)) * (c / (a ^ (2 * (K + 1)) * (a ^ 2 - z ^ 2))) := by
      have e : 2 * (K + 1) = 2 * K + 2 := by ring
      rw [e, pow_add, pow_add]
      field_simp
      ring
    rw [Finset.sum_range_succ]
    linear_combination ih + step
```

Summing over $n$ and exchanging the two finite sums gives, off resonance,
$$\alpha(z)=\sum_{k<K}S_kz^{2k}+z^{2K}\sum_n\frac{f_n}{\omega_n^{2K}(\omega_n^2-z^2)}.$$

```lean
/-- For nonzero excitation frequencies and off resonance, the polarizability equals its
Cauchy series cut after `K` terms plus an explicit remainder. -/
theorem cauchy_remainder (f ω : ι → ℝ) (z : ℂ) (hω : ∀ n, ω n ≠ 0)
    (hz : ∀ n, (ω n : ℂ) ^ 2 - z ^ 2 ≠ 0) (K : ℕ) :
    polarizability f ω z = ∑ k ∈ range K, (cauchyMoment f ω k : ℂ) * z ^ (2 * k) +
      z ^ (2 * K) * ∑ n, (f n : ℂ) / ((ω n : ℂ) ^ (2 * K) * ((ω n : ℂ) ^ 2 - z ^ 2)) := by
  unfold polarizability
  simp_rw [moment_mul]
  rw [Finset.sum_comm, Finset.mul_sum, ← Finset.sum_add_distrib]
  exact Finset.sum_congr rfl fun n _ =>
    single_excitation_remainder _ _ z (Complex.ofReal_ne_zero.mpr (hω n)) (hz n) K
```

## Convergence and truncation

Let $g$ be a lower bound for all $\omega_n$, and let $|z|<g$, which forces $g>0$. Then $q_n=z^2/\omega_n^2$ has modulus below one, and
$$\frac{f_n}{\omega_n^2-z^2}=\frac{f_n}{\omega_n^2}\,\frac{1}{1-q_n}=\sum_{k\ge0}\frac{f_n}{\omega_n^{2k+2}}z^{2k}.$$
Adding finitely many convergent series gives $\alpha(z)=\sum_k S_kz^{2k}$. In Lean, `HasSum` says that the series converges to the stated value. The strengths may have either sign. The proof rewrites each term (`hterm`) and each sum (`hsum`) in geometric form, then combines the excitations with `hasSum_sum`.

```lean
/-- **Cauchy expansion.** If all excitation frequencies are at least `g`, then at every complex
frequency with `|z| < g` the series `∑ S_k z^(2k)` converges to the polarizability. -/
theorem cauchy_expansion (f ω : ι → ℝ) {g : ℝ} {z : ℂ} (hω : ∀ n, g ≤ ω n)
    (hz : ‖z‖ < g) :
    HasSum (fun k : ℕ => (cauchyMoment f ω k : ℂ) * z ^ (2 * k)) (polarizability f ω z) := by
  have h : ∀ n, HasSum (fun k : ℕ => (f n : ℂ) / (ω n : ℂ) ^ (2 * k + 2) * z ^ (2 * k))
      ((f n : ℂ) / ((ω n : ℂ) ^ 2 - z ^ 2)) := by
    intro n
    have hlt : ‖z‖ < ω n := hz.trans_le (hω n)
    have hpos : 0 < ω n := (norm_nonneg z).trans_lt hlt
    have h0 : (ω n : ℂ) ≠ 0 := Complex.ofReal_ne_zero.mpr hpos.ne'
    -- the ratio of the geometric series lies inside the unit disc
    have hq : ‖z ^ 2 / (ω n : ℂ) ^ 2‖ < 1 := by
      rw [norm_div, norm_pow, norm_pow, Complex.norm_real, Real.norm_of_nonneg hpos.le,
        div_lt_one (by positivity)]
      exact pow_lt_pow_left₀ hlt (norm_nonneg _) two_ne_zero
    have hterm : (fun k : ℕ => (f n : ℂ) / (ω n : ℂ) ^ (2 * k + 2) * z ^ (2 * k)) =
        fun k : ℕ => (f n : ℂ) / (ω n : ℂ) ^ 2 * (z ^ 2 / (ω n : ℂ) ^ 2) ^ k := by
      funext k
      rw [div_pow, ← pow_mul, ← pow_mul, pow_add]
      field_simp
    have hsum : (f n : ℂ) / ((ω n : ℂ) ^ 2 - z ^ 2) =
        (f n : ℂ) / (ω n : ℂ) ^ 2 * (1 - z ^ 2 / (ω n : ℂ) ^ 2)⁻¹ := by
      have e : 1 - z ^ 2 / (ω n : ℂ) ^ 2 = ((ω n : ℂ) ^ 2 - z ^ 2) / (ω n : ℂ) ^ 2 := by
        rw [sub_div, div_self (pow_ne_zero 2 h0)]
      rw [e, inv_div, div_mul_div_comm, mul_comm (f n : ℂ) ((ω n : ℂ) ^ 2),
        mul_div_mul_left _ _ (pow_ne_zero 2 h0)]
    rw [hterm, hsum]
    exact (hasSum_geometric_of_norm_lt_one hq).mul_left ((f n : ℂ) / (ω n : ℂ) ^ 2)
  have hs := hasSum_sum (fun n (_ : n ∈ (Finset.univ : Finset ι)) => h n)
  simpa only [polarizability, moment_mul] using hs
```

Now let $f_n\ge0$. Since $\omega_n\ge g$,
$$|\omega_n^2-z^2|\ge\omega_n^2-|z|^2\ge\omega_n^2\,\frac{g^2-|z|^2}{g^2},$$
which is `key` below. Inserted into the exact remainder, it gives
$$\Big|\alpha(z)-\sum_{k<K}S_kz^{2k}\Big|\le|z|^{2K}S_K\frac{g^2}{g^2-|z|^2}.$$
For a single excitation at $\omega_1=g$ and real $z$, the two sides are equal.

```lean
/-- For nonnegative oscillator strengths, excitation frequencies at least `g` and `|z| < g`,
cutting the Cauchy series after `K` terms costs at most `|z|^(2K) S_K g² / (g² - |z|²)`. -/
theorem truncation_error (f ω : ι → ℝ) {g : ℝ} {z : ℂ} (hf : ∀ n, 0 ≤ f n)
    (hω : ∀ n, g ≤ ω n) (hz : ‖z‖ < g) (K : ℕ) :
    ‖polarizability f ω z - ∑ k ∈ range K, (cauchyMoment f ω k : ℂ) * z ^ (2 * k)‖ ≤
      ‖z‖ ^ (2 * K) * (cauchyMoment f ω K * (g ^ 2 / (g ^ 2 - ‖z‖ ^ 2))) := by
  have hg : 0 < g := (norm_nonneg z).trans_lt hz
  have hpos : ∀ n, 0 < ω n := fun n => hg.trans_le (hω n)
  have hD : 0 < g ^ 2 - ‖z‖ ^ 2 :=
    sub_pos.mpr (pow_lt_pow_left₀ hz (norm_nonneg _) two_ne_zero)
  have hsq : ∀ n, g ^ 2 ≤ ω n ^ 2 := fun n => pow_le_pow_left₀ hg.le (hω n) 2
  have hne : ∀ n, (ω n : ℂ) ^ 2 - z ^ 2 ≠ 0 := fun n =>
    norm_pos_iff.mp (by linarith [resonance_denominator_bound (ω n) z, hsq n])
  rw [cauchy_remainder f ω z (fun n => (hpos n).ne') hne K, add_sub_cancel_left,
    norm_mul, norm_pow]
  refine mul_le_mul_of_nonneg_left ?_ (by positivity)
  rw [cauchyMoment, Finset.sum_mul]
  refine (norm_sum_le _ _).trans (Finset.sum_le_sum fun n _ => ?_)
  have hn := hpos n
  rw [norm_div, norm_mul, norm_pow, Complex.norm_real, Complex.norm_real,
    Real.norm_of_nonneg (hf n), Real.norm_of_nonneg hn.le]
  -- compare each denominator with the one at the gap
  have key : ω n ^ 2 * (g ^ 2 - ‖z‖ ^ 2) / g ^ 2 ≤ ‖(ω n : ℂ) ^ 2 - z ^ 2‖ := by
    rw [div_le_iff₀ (by positivity)]
    have h1 := mul_le_mul_of_nonneg_right (resonance_denominator_bound (ω n) z) (sq_nonneg g)
    have h2 := mul_le_mul_of_nonneg_right (hsq n) (sq_nonneg ‖z‖)
    linarith
  calc f n / (ω n ^ (2 * K) * ‖(ω n : ℂ) ^ 2 - z ^ 2‖)
      ≤ f n / (ω n ^ (2 * K) * (ω n ^ 2 * (g ^ 2 - ‖z‖ ^ 2) / g ^ 2)) :=
        div_le_div_of_nonneg_left (hf n) (by positivity)
          (mul_le_mul_of_nonneg_left key (by positivity))
    _ = f n / ω n ^ (2 * K + 2) * (g ^ 2 / (g ^ 2 - ‖z‖ ^ 2)) := by
        have hD' := hD.ne'
        rw [pow_add]
        field_simp
```

## What the moments say about the gap

For $f_n\ge0$ and $g>0$, each excitation satisfies
$$\frac{f_n}{\omega_n^{2k+2}}=\omega_n^2\,\frac{f_n}{\omega_n^{2k+4}}\ge g^2\,\frac{f_n}{\omega_n^{2k+4}},$$
so $g^2S_{k+1}\le S_k$. When $S_{k+1}>0$, $\sqrt{S_k/S_{k+1}}$ is therefore an upper bound on the lowest excitation frequency.

```lean
/-- For nonnegative oscillator strengths and excitation frequencies at least `g > 0`,
successive Cauchy moments satisfy `g² S_(k+1) ≤ S_k`. -/
theorem gap_sq_mul_moment_le (f ω : ι → ℝ) {g : ℝ} (hg : 0 < g) (hf : ∀ n, 0 ≤ f n)
    (hω : ∀ n, g ≤ ω n) (k : ℕ) :
    g ^ 2 * cauchyMoment f ω (k + 1) ≤ cauchyMoment f ω k := by
  unfold cauchyMoment
  rw [Finset.mul_sum]
  refine Finset.sum_le_sum fun n _ => ?_
  have hn : 0 < ω n := hg.trans_le (hω n)
  have e : f n / ω n ^ (2 * k + 2) = ω n ^ 2 * (f n / ω n ^ (2 * (k + 1) + 2)) := by
    have e' : 2 * (k + 1) + 2 = (2 * k + 2) + 2 := by ring
    rw [e', pow_add (ω n) (2 * k + 2) 2]
    field_simp
  rw [e]
  exact mul_le_mul_of_nonneg_right (pow_le_pow_left₀ hg.le (hω n) 2)
    (div_nonneg (hf n) (pow_nonneg hn.le _))
```

## Divergence from a bright excitation onwards

Suppose all frequencies are positive, all strengths are nonnegative, and excitation $m$ has $f_m>0$. If $|z|\ge\omega_m$, keeping only its contribution to $S_k$ gives
$$|S_kz^{2k}|\ge\frac{f_m}{\omega_m^{2k+2}}\,\omega_m^{2k}=\frac{f_m}{\omega_m^2}>0.$$
The terms of a convergent series tend to zero, so this one diverges. The Lean conclusion `¬ Summable` by itself denies only absolute convergence; the lower bound on the terms excludes ordinary convergence too. In the proof, `hb` is the lower bound and `ge_of_tendsto'` carries it to the limit, where it contradicts zero.

The condition involves only $|z|$, so it also applies at imaginary frequencies $z=iu$. There $\alpha$ has no pole, yet for this finite model the series fails once $u\ge\omega_m$. This matters for the van der Waals coefficient $C_6$ between two atoms, which is proportional to the integral over all $u>0$ of the product of their polarizabilities at $iu$.

```lean
/-- For positive excitation frequencies and nonnegative oscillator strengths, the Cauchy series is
not summable at any `z` with `|z| ≥ ω_m` if the excitation `m` has positive strength. -/
theorem cauchy_series_diverges (f ω : ι → ℝ) {z : ℂ} (hf : ∀ n, 0 ≤ f n)
    (hω : ∀ n, 0 < ω n) (m : ι) (hm : 0 < f m) (hz : ω m ≤ ‖z‖) :
    ¬ Summable (fun k : ℕ => (cauchyMoment f ω k : ℂ) * z ^ (2 * k)) := by
  intro h
  have t := h.tendsto_atTop_zero.norm
  rw [norm_zero] at t
  have hmpos := hω m
  -- the moduli of the terms stay above a positive constant
  have hb : ∀ k : ℕ, f m / ω m ^ 2 ≤ ‖(cauchyMoment f ω k : ℂ) * z ^ (2 * k)‖ := by
    intro k
    have hterm : ∀ n ∈ (Finset.univ : Finset ι), 0 ≤ f n / ω n ^ (2 * k + 2) :=
      fun n _ => div_nonneg (hf n) (pow_nonneg (hω n).le _)
    have hS : 0 ≤ cauchyMoment f ω k := Finset.sum_nonneg hterm
    rw [norm_mul, norm_pow, Complex.norm_real, Real.norm_of_nonneg hS]
    calc f m / ω m ^ 2 = f m / ω m ^ (2 * k + 2) * ω m ^ (2 * k) := by
          rw [pow_add]
          field_simp
      _ ≤ cauchyMoment f ω k * ‖z‖ ^ (2 * k) :=
          mul_le_mul (Finset.single_le_sum hterm (Finset.mem_univ m))
            (pow_le_pow_left₀ hmpos.le hz _) (by positivity) hS
  have hle := ge_of_tendsto' t hb
  have hpos : 0 < f m / ω m ^ 2 := by positivity
  linarith

end

end CauchyDispersion
```

```lean
#print axioms CauchyDispersion.cauchy_expansion
-- 'CauchyDispersion.cauchy_expansion' depends on axioms: [propext, Classical.choice, Quot.sound]
#print axioms CauchyDispersion.truncation_error
-- 'CauchyDispersion.truncation_error' depends on axioms: [propext, Classical.choice, Quot.sound]
#print axioms CauchyDispersion.gap_sq_mul_moment_le
-- 'CauchyDispersion.gap_sq_mul_moment_le' depends on axioms: [propext, Classical.choice, Quot.sound]
#print axioms CauchyDispersion.cauchy_series_diverges
-- 'CauchyDispersion.cauchy_series_diverges' depends on axioms: [propext, Classical.choice, Quot.sound]
```
